# Von Neumann stability for a Hermitian matrix: $p(H)^k$ stays bounded exactly when $|p|\le 1$ on the eigenvalues

Propagate a quantum state with the explicit Euler step $\psi_{k+1}=(1-i\tau H)\psi_k$, in units with $\hbar=1$ and with a real time step $\tau$. An eigenstate of energy $E$ should only pick up a phase. Instead its amplitude is multiplied at every step by $1-i\tau E$, whose modulus is $\sqrt{1+\tau^2E^2}$. For $\tau E=0.1$ this is about $1.005$, which looks harmless, but after ten thousand steps the amplitude has grown by a factor of about $4\times10^{21}$.

Many explicit schemes have the same structure: one step multiplies the state by $p(H)$, where $p$ is a polynomial fixed by the scheme and the time step. For a finite Hermitian matrix $H$ that doesn't change from step to step, the growth question has a complete answer in terms of the numbers $p(E)$.

In the usual von Neumann analysis of difference schemes, the modes are plane waves on a periodic grid, and the bound has to hold uniformly as the mesh is refined. Here the modes are the eigenvectors of one fixed matrix, and only the number of steps grows. Replacing a continuum Hamiltonian by such a matrix is a separate step, which the hypotheses leave to the discretisation.

## States, eigenvalues and bounded powers

The basis states are labelled by a finite type `n`, so a state is a function `n → ℂ` and $H$ is a square complex matrix. The size of a matrix $A$ is its operator norm, the largest factor by which $A$ stretches the Euclidean length of a state. The scope `Matrix.Norms.L2Operator` selects this norm.

```lean
import Mathlib

open Polynomial (aeval X C)
open scoped Matrix Matrix.Norms.L2Operator

namespace VonNeumannStability

variable {n : Type*} [Fintype n]
```

A complex number $E$ is an eigenvalue of $H$ if $Hv=Ev$ for some $v\neq0$. The definition makes sense for any square matrix, and it doesn't presuppose that $E$ is real.

```lean
/-- The number `E` is an eigenvalue of `H`: some nonzero state `v` satisfies `H v = E v`. -/
def IsEigenvalue (H : Matrix n n ℂ) (E : ℂ) : Prop :=
  ∃ v : n → ℂ, v ≠ 0 ∧ H *ᵥ v = E • v
```

Stability means that one number $B$ satisfies $\|A^k\|\le B$ for all $k$. Then $\|A^k\psi\|\le B\|\psi\|$ for every initial state $\psi$ and every number of steps. The order of the quantifiers carries the content: if $B$ were allowed to depend on $k$, every matrix would qualify.

Boundedness isn't accuracy. The polynomial $p=0$ gives a stable step that destroys the state at once.

```lean
variable [DecidableEq n]

/-- The one-step matrix `A` is stable: the operator norms of all its powers
stay below one common bound. -/
def PowerBounded (A : Matrix n n ℂ) : Prop :=
  ∃ B : ℝ, ∀ k : ℕ, ‖A ^ k‖ ≤ B
```

## A polynomial in $H$ acts on each mode separately

Suppose the columns of a matrix $U$ satisfy the eigenvalue equation of $H$ with values $e_i$. In matrix form this is $HU=UD$ with $D=\mathrm{diag}(e_i)$. Moving $U$ through one factor of $H$ at a time gives

$$H^kU=H^{k-1}UD=\dots=UD^k .$$

Multiplying by a coefficient $a$ settles the monomial $ax^k$, and adding monomials gives

$$p(H)\,U=U\,\mathrm{diag}\big(p(e_i)\big).$$

In Lean, $p(H)$ is `aeval H p` and the number $p(E)$ is `p.eval E`. The induction over polynomials has the same two cases, sums and monomials. `SemiconjBy` expresses the relation $UD=HU$, and its lemma `pow_right` carries it to the $k$-th powers. Nothing is assumed about $U$ beyond the eigenvalue equation.

```lean
/-- If the columns of `U` satisfy the eigenvalue equation of `H` with values `e i`, then they
satisfy that of `p(H)` with values `p(e i)`. -/
theorem polynomial_on_modes {H U : Matrix n n ℂ} {e : n → ℂ}
    (h : H * U = U * Matrix.diagonal e) (p : Polynomial ℂ) :
    aeval H p * U = U * Matrix.diagonal (fun i => p.eval (e i)) := by
  induction p using Polynomial.induction_on' with
  | add p q hp hq =>
    rw [map_add, add_mul, hp, hq, ← mul_add, Matrix.diagonal_add]
    simp only [Polynomial.eval_add]
  | monomial k a =>
    -- move `U` through the power of `H`
    have hs : SemiconjBy U (Matrix.diagonal e) H := h.symm
    have hk := (hs.pow_right k).eq
    rw [Polynomial.aeval_monomial, mul_assoc, ← hk, Matrix.diagonal_pow,
      ← Algebra.smul_def]
    ext i j
    simp only [Matrix.smul_apply, smul_eq_mul, Matrix.mul_diagonal, Pi.pow_apply,
      Polynomial.eval_monomial]
    ring
```

A Hermitian $H$ has an orthonormal basis of eigenvectors with real eigenvalues $E_i$, written `hH.eigenvalues i`. This spectral theorem is taken from Mathlib. Let $U$ now be the unitary matrix whose $j$-th column is the $j$-th eigenvector. Entry by entry,

$$(HU)_{ij}=\sum_k H_{ik}U_{kj}=E_jU_{ij}=(UD)_{ij},\qquad D=\mathrm{diag}(E_i),$$

so the relation used above holds for this $U$.

```lean
/-- The unitary matrix of eigenvectors brings a Hermitian `H` to diagonal form. -/
theorem hermitian_modes {H : Matrix n n ℂ} (hH : H.IsHermitian) :
    H * (hH.eigenvectorUnitary : Matrix n n ℂ) =
      (hH.eigenvectorUnitary : Matrix n n ℂ) *
        Matrix.diagonal (fun i => (hH.eigenvalues i : ℂ)) := by
  ext i j
  have h := congrFun (hH.mulVec_eigenvectorBasis j) i
  simp only [Pi.smul_apply, Complex.real_smul] at h
  rw [Matrix.mul_diagonal]
  exact h.trans (mul_comm _ _)
```

## The diagonal entries are all the eigenvalues

The criterion speaks of every $E$ with an eigenvector, while the diagonal form supplies a list $E_i$. The two must be shown to agree.

Let $Hv=Ev$ with $v\ne0$, and let $w=U^\dagger v$ be the amplitudes of $v$ in the eigenbasis. Since $v=Uw$, the vector $w$ isn't zero. From $HU=UD$ and unitarity,

$$DU^\dagger=U^\dagger UDU^\dagger=U^\dagger HUU^\dagger=U^\dagger H,$$

hence $Dw=U^\dagger Hv=Ew$. In components, $E_iw_i=Ew_i$. Choosing an $i$ with $w_i\neq0$ gives $E=E_i$.

Conversely, column $i$ of $U$ satisfies the eigenvalue equation with value $E_i$. It isn't zero, because $(U^\dagger U)_{ii}=1$.

The code writes $U^\dagger$ as `star U`. The statement `hD` is the displayed chain, and `h2` is the component equation. One consequence is that every eigenvalue in the sense of `IsEigenvalue` is real when $H$ is Hermitian.

```lean
/-- The eigenvalues of a Hermitian matrix are exactly the real numbers on the diagonal
of its diagonal form. -/
theorem isEigenvalue_iff {H : Matrix n n ℂ} (hH : H.IsHermitian) (E : ℂ) :
    IsEigenvalue H E ↔ ∃ i, E = (hH.eigenvalues i : ℂ) := by
  have hm := hermitian_modes hH
  have hU := Matrix.mem_unitaryGroup_iff'.1 hH.eigenvectorUnitary.2
  generalize (hH.eigenvectorUnitary : Matrix n n ℂ) = U at hm hU
  have hU' : U * star U = 1 := mul_eq_one_comm.1 hU
  constructor
  · rintro ⟨v, hv, hE⟩
    -- the amplitudes of `v` in the eigenbasis
    have hw : star U *ᵥ v ≠ 0 := by
      intro h0
      apply hv
      rw [← Matrix.one_mulVec v, ← hU', ← Matrix.mulVec_mulVec, h0, Matrix.mulVec_zero]
    have hD : Matrix.diagonal (fun i => (hH.eigenvalues i : ℂ)) * star U = star U * H := by
      calc _ = star U * U * Matrix.diagonal (fun i => (hH.eigenvalues i : ℂ)) * star U := by
            rw [hU, one_mul]
        _ = star U * (H * U) * star U := by rw [hm, mul_assoc (star U) U]
        _ = star U * H * (U * star U) := by simp only [mul_assoc]
        _ = star U * H := by rw [hU', mul_one]
    obtain ⟨i, hi⟩ := Function.ne_iff.1 hw
    have h1 : Matrix.diagonal (fun i => (hH.eigenvalues i : ℂ)) *ᵥ (star U *ᵥ v) =
        E • (star U *ᵥ v) := by
      rw [Matrix.mulVec_mulVec, hD, ← Matrix.mulVec_mulVec, hE, Matrix.mulVec_smul]
    have h2 := congrFun h1 i
    rw [Matrix.mulVec_diagonal, Pi.smul_apply, smul_eq_mul] at h2
    exact ⟨i, (mul_right_cancel₀ hi h2).symm⟩
  · rintro ⟨i, rfl⟩
    refine ⟨fun k => U k i, fun h0 => ?_, ?_⟩
    · have h1 := congrFun (congrFun hU i) i
      have h2 : ∀ k, U k i = 0 := fun k => congrFun h0 k
      rw [Matrix.mul_apply, Matrix.one_apply_eq] at h1
      simp [h2] at h1
    · ext k
      have h1 := congrFun (congrFun hm k) i
      rw [Matrix.mul_diagonal] at h1
      exact h1.trans (mul_comm _ _)
```

## The norm of the step is its largest amplification factor

A unitary matrix preserves Euclidean length, so multiplying by it on either side leaves the operator norm unchanged:

$$\|p(H)\|=\|p(H)U\|=\|U\,\mathrm{diag}(p(E_i))\|=\|\mathrm{diag}(p(E_i))\|.$$

For a diagonal matrix with entries $d_i$,

$$\sum_i|d_iw_i|^2\le\big(\max_i|d_i|\big)^2\sum_i|w_i|^2,$$

with equality when $w$ is the basis vector belonging to the largest $|d_i|$. Therefore

$$\|p(H)\|=\max_i|p(E_i)| .$$

If there are no basis states at all, the maximum is read as $0$.

The same bars denote two different norms in the Lean statement. On the left stands the operator norm of a matrix. On the right stands the norm that Mathlib gives to a function `n → ℂ`, which is the maximum of the moduli and not the Euclidean length. The first three rewrites in the proof insert $U$, apply the mode relation and remove $U$ again, and the last lemma evaluates the diagonal norm.

```lean
/-- For Hermitian `H` the operator norm of `p(H)` is the largest modulus of `p` on the
eigenvalues (the norm on the right is the maximum norm). -/
theorem norm_polynomial {H : Matrix n n ℂ} (hH : H.IsHermitian) (p : Polynomial ℂ) :
    ‖aeval H p‖ = ‖(fun i => p.eval (hH.eigenvalues i : ℂ) : n → ℂ)‖ := by
  rw [← CStarRing.norm_mul_coe_unitary (aeval H p) hH.eigenvectorUnitary,
    polynomial_on_modes (hermitian_modes hH) p, CStarRing.norm_coe_unitary_mul,
    Matrix.l2_opNorm_diagonal]
```

## No mode may be amplified

Taking $k$ steps means applying the polynomial $p^k$, because $p(H)^k=(p^k)(H)$. The norm formula then gives

$$\|p(H)^k\|=\max_i|p(E_i)|^k .$$

If $|p(E)|\le1$ for every eigenvalue, the right-hand side never exceeds $1$, so $B=1$ works. If some eigenvalue has $|p(E_i)|>1$, then $\|p(H)^k\|\ge|p(E_i)|^k$, which grows geometrically and passes any proposed $B$.

In the first half of the proof, `pow_unbounded_of_one_lt` supplies the number of steps after which the amplified mode exceeds $B$. The inequality `h2` says that a single entry is at most the maximum. The second half is the bound by $1$.

```lean
/-- **Von Neumann criterion.** For Hermitian `H` the powers of the step `p(H)` are uniformly
bounded if and only if `|p(E)| ≤ 1` for every eigenvalue `E` of `H`. -/
theorem von_neumann_criterion {H : Matrix n n ℂ} (hH : H.IsHermitian) (p : Polynomial ℂ) :
    PowerBounded (aeval H p) ↔ ∀ E, IsEigenvalue H E → ‖p.eval E‖ ≤ 1 := by
  constructor
  · rintro ⟨B, hB⟩ E hE
    obtain ⟨i, rfl⟩ := (isEigenvalue_iff hH E).1 hE
    by_contra h
    -- an amplified mode outgrows the bound
    obtain ⟨k, hk⟩ := pow_unbounded_of_one_lt B (not_le.1 h)
    have h1 := hB k
    rw [← map_pow, norm_polynomial hH] at h1
    have h2 := norm_le_pi_norm (fun j => (p ^ k).eval (hH.eigenvalues j : ℂ)) i
    simp only [Polynomial.eval_pow, norm_pow] at h1 h2
    linarith
  · intro h
    refine ⟨1, fun k => ?_⟩
    rw [← map_pow, norm_polynomial hH, pi_norm_le_iff_of_nonneg zero_le_one]
    intro i
    simp only [Polynomial.eval_pow, norm_pow]
    exact pow_le_one₀ (norm_nonneg _) (h _ ((isEigenvalue_iff hH _).2 ⟨i, rfl⟩))
```

## The explicit Euler step

For $p(x)=1-cx$ with a complex constant $c$, the step is $1-cH$ and the amplification factor is $1-cE$. The constant holds the time step together with the phase that distinguishes real from imaginary time. The proof identifies `aeval H (1 - C c * X)` with `1 - c • H` and applies the criterion.

```lean
/-- For Hermitian `H` and complex `c`, the Euler step `1 - c H` has bounded powers if and only
if `|1 - c E| ≤ 1` for every eigenvalue `E` of `H`. -/
theorem euler_criterion {H : Matrix n n ℂ} (hH : H.IsHermitian) (c : ℂ) :
    PowerBounded (1 - c • H) ↔ ∀ E, IsEigenvalue H E → ‖1 - c * E‖ ≤ 1 := by
  have e : aeval H (1 - C c * X) = 1 - c • H := by
    rw [map_sub, map_one, map_mul, Polynomial.aeval_C, Polynomial.aeval_X, Algebra.smul_def]
  rw [← e, von_neumann_criterion hH]
  simp only [Polynomial.eval_sub, Polynomial.eval_one, Polynomial.eval_mul,
    Polynomial.eval_C, Polynomial.eval_X]
```

Real-time propagation has $c=i\tau$. The modulus $\sqrt{1+\tau^2E^2}$ from the start exceeds $1$ for every $\tau E\neq0$, so by this criterion a single eigenstate of nonzero energy is enough to make the scheme unstable, however small the nonzero time step.

Imaginary time has $c=\tau$ real, and the step is used to relax a trial state towards the ground state. Since $E$ is real,

$$|1-\tau E|\le1\iff-1\le1-\tau E\le1\iff0\le\tau E\le2 .$$

The upper limit $\tau E\le2$ isn't enough on its own. For $\tau>0$ a bound state with $E<0$ violates the lower limit: its factor is $1+\tau|E|>1$.

Both limits show up in a grid calculation. Take a particle in a one-dimensional box, with $\hbar=m=1$, grid spacing $h$ and the three-point formula for the kinetic energy. Each step replaces $\varphi$ by $\varphi-\tau H\varphi$, which costs one application of the stencil. Without a potential the eigenvalues lie between $0$ and $2/h^2$, so $0<\tau\le h^2$ is enough to keep the powers bounded. For $h=0.1$ this means $\tau\le0.01$, and halving the spacing divides that value by four. The exact limit is $2/E_{\max}$, where $E_{\max}$ is the largest eigenvalue. It lies above $h^2$ and, at fixed $h$, approaches $h^2$ as the number of grid points grows. Already at $\tau=h^2$, with two or more interior grid points, the highest mode shrinks only as fast as the ground state, so relaxation to the ground state calls for a smaller step. With an attractive potential that binds a state at negative energy, the lower limit is violated. One can then renormalise $\varphi$ after each step or shift the zero of energy. Renormalisation makes the growth of the ground state harmless, but it is an extra operation that `PowerBounded` doesn't describe.

The theorem lets $E$ range over real numbers only. In the proof, `key` is the displayed equivalence, and `isEigenvalue_iff` ensures that restricting to real $E$ leaves out no eigenvalue.

```lean
/-- For Hermitian `H` and real `τ`, the imaginary-time Euler step `1 - τ H` has bounded powers
if and only if `0 ≤ τ E ≤ 2` for every eigenvalue `E` of `H`. -/
theorem imaginary_time_euler {H : Matrix n n ℂ} (hH : H.IsHermitian) (τ : ℝ) :
    PowerBounded (1 - (τ : ℂ) • H) ↔
      ∀ E : ℝ, IsEigenvalue H (E : ℂ) → 0 ≤ τ * E ∧ τ * E ≤ 2 := by
  have key : ∀ E : ℝ, ‖1 - (τ : ℂ) * (E : ℂ)‖ ≤ 1 ↔ 0 ≤ τ * E ∧ τ * E ≤ 2 := by
    intro E
    have h : 1 - (τ : ℂ) * (E : ℂ) = ((1 - τ * E : ℝ) : ℂ) := by simp
    rw [h, Complex.norm_real, Real.norm_eq_abs, abs_le]
    constructor <;> rintro ⟨h1, h2⟩ <;> constructor <;> linarith
  rw [euler_criterion hH]
  constructor
  · exact fun h E hE => (key E).1 (h _ hE)
  · intro h E hE
    obtain ⟨i, rfl⟩ := (isEigenvalue_iff hH E).1 hE
    exact (key _).2 (h _ hE)
```

## A Jordan block grows although its only eigenvalue is 1

For an arbitrary square matrix, bounding the eigenvalues isn't enough. Consider

$$J=\begin{pmatrix}1&1\\0&1\end{pmatrix}=1+N,\qquad N=\begin{pmatrix}0&1\\0&0\end{pmatrix},\qquad N^2=0 .$$

With components numbered from $0$, as in the code, $Jv=Ev$ reads $v_0+v_1=Ev_0$ and $v_1=Ev_1$. If $E\neq1$, the second equation gives $v_1=0$ and the first then gives $v_0=0$, so $v$ is no eigenvector. Every eigenvalue therefore equals $1$ and passes the test for $p(x)=x$.

The powers nevertheless grow linearly. Because $N^2=0$, induction on $k$ gives $J^k=1+kN$. If $\|J^k\|\le B$ held for all $k$, the triangle inequality would give

$$k\|N\|=\|J^k-1\|\le B+\|1\|,$$

which fails once $k>(B+\|1\|)/\|N\|$. The code picks such a $k$ with `exists_nat_gt`, and `hp` is the formula for $J^k$.

The example shows that real eigenvalues of modulus at most one don't suffice without some further condition on the matrix. It doesn't single out hermiticity as that condition, since $J$ already fails to be diagonalisable.

```lean
/-- Without hermiticity the criterion can fail, already for `p(x) = x`: every eigenvalue of this
Jordan block has modulus at most one, but its powers are unbounded. -/
theorem jordan_block_unstable :
    (∀ E, IsEigenvalue !![1, 1; 0, 1] E → ‖E‖ ≤ 1) ∧
      ¬ PowerBounded (!![1, 1; 0, 1] : Matrix (Fin 2) (Fin 2) ℂ) := by
  constructor
  · rintro E ⟨v, hv, hE⟩
    have h0 : v 0 + v 1 = E * v 0 := by
      simpa [Matrix.mulVec, dotProduct, Fin.sum_univ_succ] using congrFun hE 0
    have h1 : v 1 = E * v 1 := by
      simpa [Matrix.mulVec, dotProduct, Fin.sum_univ_succ] using congrFun hE 1
    have hE1 : E = 1 := by
      by_contra hne
      have hs : E - 1 ≠ 0 := sub_ne_zero.2 hne
      have hv1 : v 1 = 0 :=
        (mul_eq_zero.1 (by linear_combination -h1 : (E - 1) * v 1 = 0)).resolve_left hs
      have hv0 : v 0 = 0 :=
        (mul_eq_zero.1 (by linear_combination hv1 - h0 : (E - 1) * v 0 = 0)).resolve_left hs
      apply hv
      ext i
      fin_cases i
      · exact hv0
      · exact hv1
    rw [hE1, norm_one]
  · rintro ⟨B, hB⟩
    let N : Matrix (Fin 2) (Fin 2) ℂ := !![0, 1; 0, 0]
    have hN : N ≠ 0 := fun h => one_ne_zero (congrFun (congrFun h 0) 1 : (1 : ℂ) = 0)
    -- the off-diagonal part grows linearly with the number of steps
    have hp : ∀ k : ℕ, (!![1, 1; 0, 1] : Matrix (Fin 2) (Fin 2) ℂ) ^ k = 1 + (k : ℂ) • N := by
      intro k
      induction k with
      | zero => simp
      | succ k ih =>
        rw [pow_succ, ih]
        ext i j
        fin_cases i <;> fin_cases j <;>
          simp [N, Matrix.mul_apply, Fin.sum_univ_two, Matrix.one_apply, add_comm]
    obtain ⟨k, hk⟩ := exists_nat_gt ((B + ‖(1 : Matrix (Fin 2) (Fin 2) ℂ)‖) / ‖N‖)
    rw [div_lt_iff₀ (norm_pos_iff.2 hN)] at hk
    have h1 := hB k
    rw [hp k] at h1
    have h2 := norm_sub_le (1 + (k : ℂ) • N) 1
    rw [add_sub_cancel_left, norm_smul, Complex.norm_natCast] at h2
    linarith

end VonNeumannStability
```

```lean
#print axioms VonNeumannStability.von_neumann_criterion
#print axioms VonNeumannStability.imaginary_time_euler
#print axioms VonNeumannStability.jordan_block_unstable
```

```
'VonNeumannStability.von_neumann_criterion' depends on axioms: [propext, Classical.choice, Quot.sound]
'VonNeumannStability.imaginary_time_euler' depends on axioms: [propext, Classical.choice, Quot.sound]
'VonNeumannStability.jordan_block_unstable' depends on axioms: [propext, Classical.choice, Quot.sound]
```
